# For symmetric positive semidefinite linear systems, type-I Anderson extrapolation minimises the energy error on $x + \operatorname{range}\Delta X$

## Physical setting

Let $A$ be a real $n\times n$ matrix, $b$ a vector, and $p$ a solution of $Ap=b$. The residual of a trial vector $y$ is $r(y)=b-Ay$ and its energy error is $E(y)=(y-p)^TA(y-p)$, which for symmetric positive definite $A$ is the squared energy norm of $y-p$. At the current iterate $x$, write $f=r(x)$. The $m$ columns of an $n\times m$ matrix $\Delta X$ are search directions, in Anderson's method differences of successive iterates up to and including $x$, and $\Delta F=-A\,\Delta X$ holds the matching residual differences. The search space is $S=\{x+\Delta X\eta : \eta\in\mathbb R^m\}$. Coefficients $\gamma\in\mathbb R^m$ define the averaged iterate $z=x-\Delta X\gamma$, and the type-I condition is
$$\Delta X^T(f+A\,\Delta X\gamma)=0 .$$
Static coupled-perturbed Hartree–Fock or Kohn–Sham equations for real orbitals and a real perturbation in a finite basis have the form $Ap=b$, with $A$ the orbital Hessian. It is symmetric, and it is positive semidefinite if the orbitals are a local minimum of the energy, but can be indefinite at a saddle point. For a self-consistent-field iteration the model is only the linearisation near the fixed point, and the matrix of that linearisation need not be symmetric, so the results below that assume symmetry apply only when it is.

## Statement

Let $A$ be symmetric and $Ap=b$.

1. If $A$ is positive semidefinite and $\gamma$ satisfies the type-I condition, then $z\in S$ and $E(z)\le E(y)$ for all $y\in S$.
2. If $z$ minimises $E$ on $S$, the condition holds. No positivity is assumed.
3. If $A$ is positive definite and the condition holds, then for $y\in S$ the equality $E(y)=E(z)$ holds exactly when $y=z$, and $p\in S$ implies $z=p$.
4. If $v^TAv>0$ for all $v\ne0$ and $\Delta X$ has independent columns, then $\Delta X^T\Delta F$ is invertible and the condition holds exactly for $\gamma=(\Delta X^T\Delta F)^{-1}\Delta X^Tf$. This part uses neither symmetry nor $p$, and $f$ is arbitrary.

## Derivation

The residual at $z$ is $r(z)=b-Ax+A\,\Delta X\gamma=f+A\,\Delta X\gamma$, so the condition reads $\Delta X^Tr(z)=0$. Also $r(z)=-A(z-p)$. For any step $w$, symmetry makes the two cross terms equal:
$$E(z+w)=E(z)+2w^TA(z-p)+w^TAw=E(z)-2w^Tr(z)+w^TAw .$$
For $y=x+\Delta X\eta$ the step is $w=y-z=\Delta X(\eta+\gamma)$, and $w^Tr(z)=(\eta+\gamma)^T\Delta X^Tr(z)=0$. Hence
$$E(y)=E(z)+(y-z)^TA(y-z).$$
The last term is nonnegative and $z$ corresponds to $\eta=-\gamma$, which gives (1). For definite $A$ it is positive unless $y=z$. At $y=p$ the identity reads $0=E(z)+(p-z)^TA(p-z)$, impossible for $z\ne p$. This gives (3).

For (2), put $g=\Delta X^Tr(z)$, $G=g^Tg$, $c=(\Delta Xg)^TA(\Delta Xg)$ and $w=t\,\Delta Xg$ with real $t$. Minimality gives $t^2c-2tG\ge0$ for all $t$. At $t=G/(|c|+1)$ the left side equals $t^2(c-2|c|-2)\le-2t^2$, so $t=0$, $G=0$ and $g=0$.

For (4), the condition is the linear system $\Delta X^T\Delta F\,\gamma=\Delta X^Tf$. A null vector $v\neq0$ of its matrix would give $(\Delta Xv)^TA(\Delta Xv)=0$ with $\Delta Xv\ne0$, contradicting positivity.

The more common type-II variant instead chooses $\gamma$ to minimise the Euclidean norm of $f-\Delta F\gamma$; it is not treated here. An implementation of the type-I step need not form $A$: it stores iterate and residual differences, solves the $m\times m$ system, and takes $z+\beta(f-\Delta F\gamma)$ with a mixing parameter $\beta$ as the next iterate.

## What the formal version assumes

Vectors are functions `n → ℝ` on a finite index type, `*ᵥ` is the matrix–vector product and `⬝ᵥ` the Euclidean dot product. `dX` is $\Delta X$, `residualDiff A dX` is $\Delta F$, `linResidual A b x` is $f$, `energySq A v` is $v^TAv$, `energyError A p y` is $E(y)$, `averagedIterate x dX γ` is $z$, `searchSpace x dX` is $S$, and `IsTypeI` is the condition. Symmetry is `hA`, and `hpos` is semidefiniteness in `typeI_minimises` and definiteness in the later theorems. Independence of the columns is `hinj`.

The solution $p$ is supplied through `hp`. `dX` is arbitrary, with no link to an iteration history; for $m=0$ the condition is empty and $S=\{x\}$. The theorems concern $z$ in a single exact step of a linear problem, and say nothing about the mixing step, nonlinear residuals, rounding or convergence. In (1) and (3) a $\gamma$ satisfying the condition is a hypothesis, and uniqueness refers to $z$; existence and uniqueness of $\gamma$ come from (4), which assumes both definiteness and independent columns. Lean gives a singular matrix the inverse zero, so `typeICoeff` is the intended coefficient only where $\Delta X^T\Delta F$ is invertible, which (4) guarantees under its hypotheses.

One could instead minimise $\phi(y)=\tfrac12y^TAy-b^Ty$, related by $E=2\phi+p^TAp$. That form needs no $p$ and would also cover singular $A$ with $b$ outside its range, though the file does not prove it.

```lean
import Mathlib

open Matrix

namespace AndersonTypeI

noncomputable section

variable {n m : Type*} [Fintype n] [Fintype m]

/-- The residual `f = b - A x` of the linear system `A x = b`. -/
def linResidual (A : Matrix n n ℝ) (b x : n → ℝ) : n → ℝ := b - A *ᵥ x

/-- The quadratic form `vᵀ A v`. -/
def energySq (A : Matrix n n ℝ) (v : n → ℝ) : ℝ := v ⬝ᵥ A *ᵥ v

/-- The energy error `(z - p)ᵀ A (z - p)` of a trial vector `z` relative to `p`. -/
def energyError (A : Matrix n n ℝ) (p z : n → ℝ) : ℝ := energySq A (z - p)

/-- The averaged Anderson iterate `z = x - dX γ`. -/
def averagedIterate (x : n → ℝ) (dX : Matrix n m ℝ) (γ : m → ℝ) : n → ℝ := x - dX *ᵥ γ

/-- The affine search space `x + range dX`. -/
def searchSpace (x : n → ℝ) (dX : Matrix n m ℝ) : Set (n → ℝ) := {y | ∃ η, y = x + dX *ᵥ η}

/-- The type-I condition `dXᵀ (f + A dX γ) = 0` on the mixing coefficients `γ`. -/
def IsTypeI (A : Matrix n n ℝ) (dX : Matrix n m ℝ) (f : n → ℝ) (γ : m → ℝ) : Prop :=
  dXᵀ *ᵥ (f + A *ᵥ (dX *ᵥ γ)) = 0

/-- The matrix `dF = -A dX` of residual differences belonging to the steps `dX`. -/
def residualDiff (A : Matrix n n ℝ) (dX : Matrix n m ℝ) : Matrix n m ℝ := -(A * dX)

/-- The type-I coefficient vector `(dXᵀ dF)⁻¹ dXᵀ f`. -/
def typeICoeff [DecidableEq m] (dX dF : Matrix n m ℝ) (f : n → ℝ) : m → ℝ :=
  (dXᵀ * dF)⁻¹ *ᵥ (dXᵀ *ᵥ f)

/-- For symmetric `A` the bilinear form `uᵀ A v` is symmetric in `u` and `v`. -/
theorem dot_symm {A : Matrix n n ℝ} (hA : A.IsSymm) (u v : n → ℝ) :
    u ⬝ᵥ A *ᵥ v = v ⬝ᵥ A *ᵥ u := by
  rw [Matrix.dotProduct_mulVec, ← Matrix.mulVec_transpose, hA.eq]
  exact dotProduct_comm _ _

/-- The overlap of `dX η` with `r` equals the overlap of `η` with `dXᵀ r`. -/
theorem dot_transpose (dX : Matrix n m ℝ) (η : m → ℝ) (r : n → ℝ) :
    (dX *ᵥ η) ⬝ᵥ r = η ⬝ᵥ dXᵀ *ᵥ r := by
  rw [Matrix.dotProduct_mulVec, Matrix.vecMul_transpose]

/-- The residual at the averaged iterate `x - dX γ` is `f + A dX γ`. -/
theorem residual_averagedIterate (A : Matrix n n ℝ) (b x : n → ℝ) (dX : Matrix n m ℝ)
    (γ : m → ℝ) :
    linResidual A b (averagedIterate x dX γ) = linResidual A b x + A *ᵥ (dX *ᵥ γ) := by
  unfold linResidual averagedIterate
  rw [Matrix.mulVec_sub]
  abel

/-- For symmetric `A` and `A p = b`, a step `w` from `z` changes the energy error by
`-2 wᵀ (b - A z) + wᵀ A w`. -/
theorem energyError_expansion {A : Matrix n n ℝ} (hA : A.IsSymm) {p b : n → ℝ}
    (hp : A *ᵥ p = b) (z w : n → ℝ) :
    energyError A p (z + w)
      = energyError A p z - 2 * (w ⬝ᵥ linResidual A b z) + energySq A w := by
  have h1 : z + w - p = (z - p) + w := by abel
  -- the residual is minus `A` times the error
  have h2 : linResidual A b z = -(A *ᵥ (z - p)) := by
    unfold linResidual
    rw [Matrix.mulVec_sub, hp]
    abel
  have h3 := dot_symm hA (z - p) w
  rw [h2]
  simp only [energyError, energySq, h1, Matrix.mulVec_add, add_dotProduct, dotProduct_add,
    dotProduct_neg]
  linarith [h3]

/-- For symmetric `A`, `A p = b` and the type-I condition with `f = b - A x`, the energy error
of any `y` in `x + range dX` is the energy
error of `z = x - dX γ` plus `(y - z)ᵀ A (y - z)`. -/
theorem energyError_pythagoras {A : Matrix n n ℝ} (hA : A.IsSymm) {p b x : n → ℝ}
    (hp : A *ᵥ p = b) {dX : Matrix n m ℝ} {γ : m → ℝ}
    (hγ : IsTypeI A dX (linResidual A b x) γ) {y : n → ℝ} (hy : y ∈ searchSpace x dX) :
    energyError A p y
      = energyError A p (averagedIterate x dX γ) + energySq A (y - averagedIterate x dX γ) := by
  obtain ⟨η, rfl⟩ := hy
  have hw : x + dX *ᵥ η - averagedIterate x dX γ = dX *ᵥ (η + γ) := by
    unfold averagedIterate
    rw [Matrix.mulVec_add]
    abel
  have hy' : x + dX *ᵥ η = averagedIterate x dX γ + dX *ᵥ (η + γ) := by
    unfold averagedIterate
    rw [Matrix.mulVec_add]
    abel
  have h0 : dXᵀ *ᵥ (linResidual A b x + A *ᵥ (dX *ᵥ γ)) = 0 := hγ
  -- the residual at `z` is orthogonal to every direction in the range of `dX`
  have horth : (dX *ᵥ (η + γ)) ⬝ᵥ linResidual A b (averagedIterate x dX γ) = 0 := by
    rw [dot_transpose, residual_averagedIterate, h0, dotProduct_zero]
  have h := energyError_expansion hA hp (averagedIterate x dX γ) (dX *ᵥ (η + γ))
  rw [← hy', horth] at h
  rw [hw]
  linarith

/-- For symmetric positive semidefinite `A`, `A p = b`, `f = b - A x` and
`dXᵀ (f + A dX γ) = 0`, the point `z = x - dX γ` lies in `x + range dX` and minimises
`(y - p)ᵀ A (y - p)` there. -/
theorem typeI_minimises {A : Matrix n n ℝ} (hA : A.IsSymm) (hpos : ∀ v, 0 ≤ energySq A v)
    {p b x : n → ℝ} (hp : A *ᵥ p = b) {dX : Matrix n m ℝ} {γ : m → ℝ}
    (hγ : IsTypeI A dX (linResidual A b x) γ) :
    averagedIterate x dX γ ∈ searchSpace x dX ∧
      ∀ y ∈ searchSpace x dX, energyError A p (averagedIterate x dX γ) ≤ energyError A p y := by
  refine ⟨⟨-γ, ?_⟩, fun y hy => ?_⟩
  · simp [averagedIterate, Matrix.mulVec_neg, sub_eq_add_neg]
  · have h := energyError_pythagoras hA hp hγ hy
    have h2 := hpos (y - averagedIterate x dX γ)
    linarith

/-- Conversely, for symmetric `A` and `A p = b`, if `x - dX γ` minimises the energy error over
`x + range dX` then `γ` satisfies the type-I condition. -/
theorem typeI_of_minimises {A : Matrix n n ℝ} (hA : A.IsSymm) {p b x : n → ℝ}
    (hp : A *ᵥ p = b) {dX : Matrix n m ℝ} {γ : m → ℝ}
    (hmin : ∀ y ∈ searchSpace x dX,
      energyError A p (averagedIterate x dX γ) ≤ energyError A p y) :
    IsTypeI A dX (linResidual A b x) γ := by
  -- a parabola through the origin that is nowhere negative has no linear term
  have aux : ∀ G c : ℝ, (∀ t : ℝ, 0 ≤ t ^ 2 * c - 2 * t * G) → G = 0 := by
    intro G c h
    have hk : |c| + 1 ≠ 0 := by positivity
    obtain ⟨t, rfl⟩ : ∃ t, G = t * (|c| + 1) := ⟨G / (|c| + 1), by field_simp⟩
    have h1 := h t
    have ht2 : t ^ 2 ≤ 0 := by
      nlinarith [mul_nonneg (sq_nonneg t) (sub_nonneg.2 (le_abs_self c)),
        mul_nonneg (sq_nonneg t) (abs_nonneg c)]
    have ht : t = 0 := by
      by_contra hne
      have hne' : t ≠ 0 := hne
      have h3 : 0 < t ^ 2 := by positivity
      linarith
    rw [ht, zero_mul]
  obtain ⟨g, hg⟩ : ∃ g, g = dXᵀ *ᵥ linResidual A b (averagedIterate x dX γ) := ⟨_, rfl⟩
  -- move from `z` along the direction `dX g`
  have key : ∀ t : ℝ, 0 ≤ t ^ 2 * energySq A (dX *ᵥ g) - 2 * t * (g ⬝ᵥ g) := by
    intro t
    have hmem : averagedIterate x dX γ + dX *ᵥ (t • g) ∈ searchSpace x dX := by
      refine ⟨t • g - γ, ?_⟩
      simp only [averagedIterate, Matrix.mulVec_sub]
      abel
    have h := hmin _ hmem
    have hs : energySq A (dX *ᵥ (t • g)) = t ^ 2 * energySq A (dX *ᵥ g) := by
      simp only [energySq, Matrix.mulVec_smul, smul_dotProduct, dotProduct_smul, smul_eq_mul]
      ring
    rw [energyError_expansion hA hp (averagedIterate x dX γ) (dX *ᵥ (t • g)), dot_transpose,
      ← hg, hs, smul_dotProduct, smul_eq_mul] at h
    linarith
  have hg0 : g = 0 := dotProduct_self_eq_zero.1 (aux _ _ key)
  rw [residual_averagedIterate] at hg
  exact hg.symm.trans hg0

/-- For symmetric positive definite `A` and `A p = b`, a point of `x + range dX` has the same energy error
as the type-I iterate exactly when it equals that iterate. -/
theorem minimiser_unique {A : Matrix n n ℝ} (hA : A.IsSymm)
    (hpos : ∀ v, v ≠ 0 → 0 < energySq A v) {p b x : n → ℝ} (hp : A *ᵥ p = b)
    {dX : Matrix n m ℝ} {γ : m → ℝ} (hγ : IsTypeI A dX (linResidual A b x) γ)
    {y : n → ℝ} (hy : y ∈ searchSpace x dX) :
    energyError A p y = energyError A p (averagedIterate x dX γ) ↔
      y = averagedIterate x dX γ := by
  constructor
  · intro h
    by_contra hne
    have h1 := hpos _ (sub_ne_zero.2 hne)
    have h2 := energyError_pythagoras hA hp hγ hy
    linarith
  · intro h
    rw [h]

/-- For symmetric positive definite `A`, if the solution `p` lies in `x + range dX` then the
type-I iterate equals `p`. -/
theorem typeI_exact {A : Matrix n n ℝ} (hA : A.IsSymm)
    (hpos : ∀ v, v ≠ 0 → 0 < energySq A v) {p b x : n → ℝ} (hp : A *ᵥ p = b)
    {dX : Matrix n m ℝ} {γ : m → ℝ} (hγ : IsTypeI A dX (linResidual A b x) γ)
    (hmem : p ∈ searchSpace x dX) :
    averagedIterate x dX γ = p := by
  by_contra hne
  have h0 : energyError A p p = 0 := by simp [energyError, energySq]
  have h1 : 0 < energyError A p (averagedIterate x dX γ) := hpos _ (sub_ne_zero.2 hne)
  have h2 := hpos _ (sub_ne_zero.2 (Ne.symm hne))
  have h3 := energyError_pythagoras hA hp hγ hmem
  linarith

/-- If `vᵀ A v > 0` for all `v ≠ 0` and the columns of `dX` are linearly independent, then
`dXᵀ dF` with `dF = -A dX` is invertible and the type-I condition holds exactly for
`γ = (dXᵀ dF)⁻¹ dXᵀ f`. -/
theorem typeI_iff_eq_coeff [DecidableEq m] {A : Matrix n n ℝ}
    (hpos : ∀ v, v ≠ 0 → 0 < energySq A v) {dX : Matrix n m ℝ}
    (hinj : ∀ η, dX *ᵥ η = 0 → η = 0) (f : n → ℝ) :
    IsUnit (dXᵀ * residualDiff A dX).det ∧
      ∀ γ, IsTypeI A dX f γ ↔ γ = typeICoeff dX (residualDiff A dX) f := by
  have hM : ∀ v, (dXᵀ * residualDiff A dX) *ᵥ v = -(dXᵀ *ᵥ (A *ᵥ (dX *ᵥ v))) := by
    intro v
    simp only [residualDiff, Matrix.mul_neg, Matrix.neg_mulVec, Matrix.mulVec_mulVec]
  -- a null vector `v` would give `(dX v)ᵀ A (dX v) = 0`
  have hdet : (dXᵀ * residualDiff A dX).det ≠ 0 := by
    intro h0
    obtain ⟨v, hv, hMv⟩ := Matrix.exists_mulVec_eq_zero_iff.2 h0
    have h1 : 0 < energySq A (dX *ᵥ v) := hpos _ (fun h => hv (hinj v h))
    have h2 : energySq A (dX *ᵥ v) = 0 := by
      rw [hM, neg_eq_zero] at hMv
      unfold energySq
      rw [dot_transpose, hMv, dotProduct_zero]
    linarith
  have hU : IsUnit (dXᵀ * residualDiff A dX).det := isUnit_iff_ne_zero.2 hdet
  refine ⟨hU, fun γ => ?_⟩
  have hiff : IsTypeI A dX f γ ↔ (dXᵀ * residualDiff A dX) *ᵥ γ = dXᵀ *ᵥ f := by
    unfold IsTypeI
    rw [Matrix.mulVec_add, hM]
    exact add_eq_zero_iff_eq_neg.trans eq_comm
  rw [hiff]
  unfold typeICoeff
  constructor
  · intro h
    rw [← h, Matrix.mulVec_mulVec, Matrix.nonsing_inv_mul _ hU, Matrix.one_mulVec]
  · intro h
    rw [h, Matrix.mulVec_mulVec, Matrix.mul_nonsing_inv _ hU, Matrix.one_mulVec]

/-- The 2×2 matrix with diagonal entries 2 and off-diagonal entries 1. -/
def definiteA : Matrix (Fin 2) (Fin 2) ℝ := !![2, 1; 1, 2]

/-- The 2×2 diagonal matrix with entries -1 and 1. -/
def indefiniteA : Matrix (Fin 2) (Fin 2) ℝ := !![-1, 0; 0, 1]

/-- A history of one step, along the first coordinate axis. -/
def oneStep : Matrix (Fin 2) (Fin 1) ℝ := !![1; 0]

/-- With `A = definiteA`, `p = (2, 2)`, `b = (6, 6)`, `x = 0`, `dX = oneStep` and `γ = -3`, the
matrix is symmetric positive definite, `A p = b`, the type-I condition holds, and the energy
error is 24 at `x` and 6 at `x - dX γ`. -/
theorem typeI_witness :
    definiteA.IsSymm ∧ (∀ v, v ≠ 0 → 0 < energySq definiteA v) ∧
      definiteA *ᵥ ![2, 2] = ![6, 6] ∧
      IsTypeI definiteA oneStep (linResidual definiteA ![6, 6] ![0, 0]) ![-3] ∧
      energyError definiteA ![2, 2] ![0, 0] = 24 ∧
      energyError definiteA ![2, 2] (averagedIterate ![0, 0] oneStep ![-3]) = 6 := by
  refine ⟨?_, ?_, ?_, ?_, ?_, ?_⟩
  · unfold Matrix.IsSymm
    ext i j
    fin_cases i <;> fin_cases j <;> simp [definiteA]
  · intro v hv
    have h01 : v 0 ≠ 0 ∨ v 1 ≠ 0 := by
      by_contra h
      rw [not_or, not_not, not_not] at h
      apply hv
      ext i
      fin_cases i <;> simp [h.1, h.2]
    have he : energySq definiteA v = (v 0 + v 1) ^ 2 + v 0 ^ 2 + v 1 ^ 2 := by
      simp [energySq, definiteA, dotProduct, Matrix.mulVec, Fin.sum_univ_two]
      ring
    rw [he]
    rcases h01 with h | h
    · positivity
    · positivity
  · ext i
    fin_cases i <;>
      simp [definiteA, dotProduct, Matrix.mulVec, Fin.sum_univ_succ] <;> norm_num
  · unfold IsTypeI
    ext i
    fin_cases i
    simp [definiteA, oneStep, linResidual, dotProduct, Matrix.mulVec, Fin.sum_univ_succ] <;>
      norm_num
  · simp [energyError, energySq, definiteA, dotProduct, Matrix.mulVec, Fin.sum_univ_succ] <;>
      norm_num
  · have hz : averagedIterate ![0, 0] oneStep ![-3] = ![3, 0] := by
      ext i
      fin_cases i <;> simp [averagedIterate, oneStep, Matrix.vecHead]
    rw [hz]
    simp [energyError, energySq, definiteA, dotProduct, Matrix.mulVec, Fin.sum_univ_succ] <;>
      norm_num

/-- With `A = indefiniteA`, `p = (1, 1)`, `b = (-1, 1)`, `x = 0`, `dX = oneStep` and `γ = -1`,
the matrix is symmetric, `A p = b` and the type-I condition holds, but the point `x` of the
search space has a smaller energy error than `x - dX γ`. -/
theorem indefinite_counterexample :
    indefiniteA.IsSymm ∧ indefiniteA *ᵥ ![1, 1] = ![-1, 1] ∧
      IsTypeI indefiniteA oneStep (linResidual indefiniteA ![-1, 1] ![0, 0]) ![-1] ∧
      ![0, 0] ∈ searchSpace ![0, 0] oneStep ∧
      energyError indefiniteA ![1, 1] ![0, 0]
        < energyError indefiniteA ![1, 1] (averagedIterate ![0, 0] oneStep ![-1]) := by
  refine ⟨?_, ?_, ?_, ⟨0, ?_⟩, ?_⟩
  · unfold Matrix.IsSymm
    ext i j
    fin_cases i <;> fin_cases j <;> simp [indefiniteA]
  · ext i
    fin_cases i <;>
      simp [indefiniteA, dotProduct, Matrix.mulVec, Fin.sum_univ_succ]
  · unfold IsTypeI
    ext i
    fin_cases i
    simp [indefiniteA, oneStep, linResidual, dotProduct, Matrix.mulVec, Fin.sum_univ_succ]
  · simp only [Matrix.mulVec_zero, add_zero]
  · have hz : averagedIterate ![0, 0] oneStep ![-1] = ![1, 0] := by
      ext i
      fin_cases i <;> simp [averagedIterate, oneStep, Matrix.vecHead]
    rw [hz]
    simp [energyError, energySq, indefiniteA, dotProduct, Matrix.mulVec, Fin.sum_univ_succ]

end

end AndersonTypeI
```

```lean
#print axioms AndersonTypeI.typeI_minimises
#print axioms AndersonTypeI.typeI_of_minimises
#print axioms AndersonTypeI.typeI_iff_eq_coeff
#print axioms AndersonTypeI.indefinite_counterexample
```

```
'AndersonTypeI.typeI_minimises' depends on axioms: [propext, Classical.choice, Quot.sound]
'AndersonTypeI.typeI_of_minimises' depends on axioms: [propext, Classical.choice, Quot.sound]
'AndersonTypeI.typeI_iff_eq_coeff' depends on axioms: [propext, Classical.choice, Quot.sound]
'AndersonTypeI.indefinite_counterexample' depends on axioms: [propext, Classical.choice, Quot.sound]
```

## Notes on the proof

`dot_symm` equates the cross terms and `dot_transpose` moves $\Delta X$ across a dot product. `residual_averagedIterate` computes $r(z)$. In `energyError_expansion`, `h2` is $r(z)=-A(z-p)$, `simp only` expands the quadratic form, and `linarith` merges the cross terms. In `energyError_pythagoras`, `hw` identifies $w$ and `horth` removes the cross term.

`typeI_minimises` (1), `minimiser_unique` and `typeI_exact` (3) combine that identity with `hpos`. In `typeI_of_minimises` (2), `key` is the parabola inequality and `aux` the choice of $t$. In `typeI_iff_eq_coeff` (4), `hdet` is the null-vector argument, `hiff` recasts the condition as the linear system, and multiplication by the inverse or by the matrix gives the two directions.

Both examples have $x=0$ and $\Delta X=(1,0)^T$. In `typeI_witness`, $A=\begin{pmatrix}2&1\\1&2\end{pmatrix}$ is definite because $v^TAv=(v_0+v_1)^2+v_0^2+v_1^2$; with $p=(2,2)$, $b=(6,6)$ and $\gamma=-3$ one gets $z=(3,0)$, and $E$ falls from 24 to 6. In `indefinite_counterexample`, $A=\operatorname{diag}(-1,1)$, $p=(1,1)$, $b=(-1,1)$ and $\gamma=-1$ satisfy the condition with $z=(1,0)$, yet $E(x)<E(z)$, the values being 0 and 1. Symmetry alone therefore does not give (1).
